# At fixed positive TO frequency and coupling, raising the electronic dielectric constant from eps to eps' multiplies the LO-TO splitting of a cubic crystal's only polar mode by a factor between eps/eps' and √(eps/eps')

In a cubic crystal with only one polar optical mode, let T be the squared angular frequency of the transverse optical (TO) vibration, A the polar coupling strength and eps the electronic dielectric constant. The longitudinal optical (LO) frequency and the splitting are

L(eps) = √(T + A/eps),  d(eps) = L(eps) − √T.

In Gaussian units A = 4πnZ²/M, for oscillators of mass M, effective charge Z and number density n. In a cubic crystal with two atoms per cell, M is the reduced mass and n the inverse cell volume.

## Bounds on the splitting ratio

For T, A > 0 and 0 < eps < eps',

eps/eps' < d(eps')/d(eps) < √(eps/eps').

If eps' = (1+δ)eps is an overestimate with relative error δ > 0, the relative loss of splitting lies strictly between 1 − 1/√(1+δ) and δ/(1+δ).

## The dielectric constant in the non-analytic term

For a polar insulator, a phonon code based on density functional perturbation theory adds a non-analytic term to the dynamical matrix computed at q = 0, which gives the LO frequencies in the limit q → 0. In a cubic crystal this term is inversely proportional to the electronic dielectric constant. For a single isotropic polar mode, the bounds show how an error in that constant reaches the splitting when force constants and effective charges are held fixed. They also give a test: rerun only this step with a larger eps and compare the ratio.

Take T = 4, A = 60, eps = 5 and eps' = 6, in consistent units. Then L(5) = √16 = 4 and d(5) = 2, while L(6) = √14 ≈ 3.742 and d(6) ≈ 1.742. The ratio 0.871 lies between 5/6 ≈ 0.833 and √(5/6) ≈ 0.913. Here an overestimate of eps by 20% costs about 13% of the splitting.

## From the longitudinal field to the two bounds

A longitudinal mode with angular frequency ω, displacement u ≠ 0 (with two atoms per cell, their relative displacement) and macroscopic field E obeys Newton's equation and has zero displacement field:

−Mω²u = −MTu + ZE,  eps E + 4πnZu = 0.

The second equation gives E = −4πnZu/eps. Inserting this and dividing by −Mu gives ω² = T + A/eps, so ω = L(eps) for ω ≥ 0. Conversely, at this frequency u = 1 and E = −4πnZ/eps solve both equations.

Write S = √T, L = L(eps) and L' = L(eps'). Since d(eps)(L + S) = L² − S² = A/eps, and likewise for eps',

d(eps')/d(eps) = (eps/eps') · (L + S)/(L' + S).

As L' < L, the last fraction exceeds 1, which gives the lower bound. For the upper bound put r = √(eps/eps') < 1. Then

r²L² = r²T + A/eps' < T + A/eps' = L'²,

so rL < L'. Also rS < S, hence r(L + S) < L' + S. The ratio is r · r(L + S)/(L' + S), which is less than r.

With eps' = (1+δ)eps, the relative loss is 1 − d(eps')/d(eps), which gives the error bounds.

As A → 0⁺, L and L' tend to S and the ratio tends to eps/eps'. As T → 0⁺, d(eps) tends to √(A/eps) and the ratio to √(eps/eps'). No tighter bounds in eps and eps' alone can therefore hold for all T, A > 0.

In Lean 4 with Mathlib:

```lean
import Mathlib

open Filter Topology

namespace LOTOSplitting

noncomputable section

/-- The longitudinal optical frequency for squared transverse frequency `T`, polar coupling strength
`A` and electronic dielectric constant `eps > 0`, with `T, A ≥ 0`. -/
def loFreq (T A eps : ℝ) : ℝ := Real.sqrt (T + A / eps)

/-- The LO-TO splitting, the longitudinal minus the transverse optical frequency, for `T, A ≥ 0` and
`eps > 0`. -/
def splitting (T A eps : ℝ) : ℝ := loFreq T A eps - Real.sqrt T

/-- Ions of mass `M > 0`, effective charge `Z` and density `n ≥ 0`, with `T ≥ 0` and `eps > 0`,
oscillate at frequency `ω ≥ 0` with vanishing displacement field (Gaussian units) exactly when
`ω` is the LO frequency with coupling strength `4πnZ²/M`. -/
theorem longitudinal_mode_iff {M n Z eps T ω : ℝ} (hM : 0 < M) (hn : 0 ≤ n)
    (he : 0 < eps) (hT : 0 ≤ T) (hω : 0 ≤ ω) :
    (∃ u E : ℝ, u ≠ 0 ∧ -M * ω ^ 2 * u = -M * T * u + Z * E ∧
      eps * E + 4 * Real.pi * n * Z * u = 0) ↔
    ω = loFreq T (4 * Real.pi * n * Z ^ 2 / M) eps := by
  have hX : 0 ≤ T + 4 * Real.pi * n * Z ^ 2 / M / eps := by positivity
  constructor
  · rintro ⟨u, E, hu, h1, h2⟩
    -- eliminate the field and cancel the amplitude
    have h3 : ω ^ 2 = T + 4 * Real.pi * n * Z ^ 2 / M / eps := by
      apply mul_left_cancel₀ (mul_ne_zero (mul_ne_zero hM.ne' he.ne') hu)
      have h4 : M * eps * u * (T + 4 * Real.pi * n * Z ^ 2 / M / eps)
          = M * eps * u * T + 4 * Real.pi * n * Z ^ 2 * u := by
        field_simp
      rw [h4]
      linear_combination (-eps) * h1 - Z * h2
    unfold loFreq
    rw [← h3, Real.sqrt_sq hω]
  · intro h
    have h3 : ω ^ 2 = T + 4 * Real.pi * n * Z ^ 2 / M / eps := by
      rw [h]
      exact Real.sq_sqrt hX
    have h4 : M * (4 * Real.pi * n * Z ^ 2 / M / eps)
        = Z * (4 * Real.pi * n * Z / eps) := by
      field_simp
    have h5 : eps * (4 * Real.pi * n * Z / eps) = 4 * Real.pi * n * Z := by
      field_simp
    refine ⟨1, -(4 * Real.pi * n * Z / eps), one_ne_zero, ?_, ?_⟩
    · rw [h3]
      linear_combination -h4
    · linear_combination -h5

/-- For `T, A ≥ 0` and `eps > 0`, the splitting times the sum of the LO and TO frequencies
is `A / eps`. -/
theorem splitting_mul_sum {T A eps : ℝ} (hT : 0 ≤ T) (hA : 0 ≤ A) (he : 0 < eps) :
    splitting T A eps * (loFreq T A eps + Real.sqrt T) = A / eps := by
  have h1 : loFreq T A eps ^ 2 = T + A / eps := Real.sq_sqrt (by positivity)
  have h2 : Real.sqrt T ^ 2 = T := Real.sq_sqrt hT
  unfold splitting
  linear_combination h1 - h2

/-- For `T ≥ 0`, `A > 0` and `eps > 0` the LO frequency lies above the TO frequency. -/
theorem splitting_pos {T A eps : ℝ} (hT : 0 ≤ T) (hA : 0 < A) (he : 0 < eps) :
    0 < splitting T A eps := by
  have h := div_pos hA he
  exact sub_pos.mpr (Real.sqrt_lt_sqrt hT (by linarith))

/-- For positive parameters, the ratio of the splittings at two dielectric constants is the
inverse ratio of these constants times a ratio of sums of LO and TO frequencies. -/
theorem splitting_ratio {T A eps eps' : ℝ} (hT : 0 < T) (hA : 0 < A)
    (he : 0 < eps) (he' : 0 < eps') :
    splitting T A eps' / splitting T A eps =
      eps / eps' * ((loFreq T A eps + Real.sqrt T) / (loFreq T A eps' + Real.sqrt T)) := by
  have hs : 0 < Real.sqrt T := Real.sqrt_pos.mpr hT
  have hX : loFreq T A eps + Real.sqrt T ≠ 0 :=
    (add_pos_of_nonneg_of_pos (Real.sqrt_nonneg _) hs).ne'
  have hY : loFreq T A eps' + Real.sqrt T ≠ 0 :=
    (add_pos_of_nonneg_of_pos (Real.sqrt_nonneg _) hs).ne'
  rw [eq_div_of_mul_eq hX (splitting_mul_sum hT.le hA.le he),
    eq_div_of_mul_eq hY (splitting_mul_sum hT.le hA.le he')]
  field_simp

/-- For `T, A > 0`, raising the dielectric constant from `eps > 0` to `eps'` multiplies the
LO-TO splitting by a factor strictly between `eps / eps'` and its square root. -/
theorem splitting_ratio_bounds {T A eps eps' : ℝ} (hT : 0 < T) (hA : 0 < A)
    (he : 0 < eps) (h : eps < eps') :
    eps / eps' < splitting T A eps' / splitting T A eps ∧
      splitting T A eps' / splitting T A eps < Real.sqrt (eps / eps') := by
  have he' : 0 < eps' := he.trans h
  have hq : 0 < eps / eps' := div_pos he he'
  have hq1 : eps / eps' < 1 := (div_lt_one he').mpr h
  have hs : 0 < Real.sqrt T := Real.sqrt_pos.mpr hT
  have hL' : 0 < loFreq T A eps' := Real.sqrt_pos.mpr (by positivity)
  have hY : 0 < loFreq T A eps' + Real.sqrt T := add_pos hL' hs
  rw [splitting_ratio hT hA he he']
  constructor
  · -- stronger screening lowers the LO frequency
    have hlt : loFreq T A eps' < loFreq T A eps :=
      Real.sqrt_lt_sqrt (by positivity) (by gcongr)
    exact lt_mul_of_one_lt_right hq ((one_lt_div hY).mpr (by linarith))
  · obtain ⟨r, hr⟩ : ∃ r, r = Real.sqrt (eps / eps') := ⟨_, rfl⟩
    rw [← hr]
    have hr0 : 0 < r := by
      rw [hr]
      exact Real.sqrt_pos.mpr hq
    have hr2 : r ^ 2 = eps / eps' := by
      rw [hr]
      exact Real.sq_sqrt hq.le
    have hr1 : r < 1 := by nlinarith
    -- the LO frequency falls by less than the factor `r`
    have hL : r * loFreq T A eps < loFreq T A eps' := by
      apply lt_of_pow_lt_pow_left₀ 2 hL'.le
      have h1 : loFreq T A eps ^ 2 = T + A / eps := Real.sq_sqrt (by positivity)
      have h2 : loFreq T A eps' ^ 2 = T + A / eps' := Real.sq_sqrt (by positivity)
      have h3 : eps / eps' * (A / eps) = A / eps' := by field_simp
      rw [mul_pow, h1, h2, hr2, mul_add, h3]
      nlinarith [mul_pos hT (sub_pos.mpr hq1)]
    have h4 : r * (loFreq T A eps + Real.sqrt T) / (loFreq T A eps' + Real.sqrt T) < 1 := by
      rw [div_lt_one hY]
      nlinarith [mul_pos hs (sub_pos.mpr hr1)]
    calc eps / eps' * ((loFreq T A eps + Real.sqrt T) / (loFreq T A eps' + Real.sqrt T))
        = r * (r * (loFreq T A eps + Real.sqrt T) / (loFreq T A eps' + Real.sqrt T)) := by
          rw [← hr2]
          ring
      _ < r := mul_lt_of_lt_one_right hr0 h4

/-- For `T, A, eps > 0`, a dielectric constant too large by the relative error `δ > 0` lowers
the splitting by a relative amount strictly between `1 - 1/√(1+δ)` and `δ/(1+δ)`. -/
theorem relative_error_bounds {T A eps δ : ℝ} (hT : 0 < T) (hA : 0 < A)
    (he : 0 < eps) (hδ : 0 < δ) :
    1 - 1 / Real.sqrt (1 + δ) <
        (splitting T A eps - splitting T A ((1 + δ) * eps)) / splitting T A eps ∧
      (splitting T A eps - splitting T A ((1 + δ) * eps)) / splitting T A eps
        < δ / (1 + δ) := by
  have hd : 1 + δ ≠ 0 := by positivity
  obtain ⟨h1, h2⟩ := splitting_ratio_bounds (eps' := (1 + δ) * eps) hT hA he
    (by nlinarith [mul_pos hδ he])
  have h3 : eps / ((1 + δ) * eps) = 1 / (1 + δ) := by field_simp
  have h4 : δ / (1 + δ) = 1 - 1 / (1 + δ) := by
    rw [eq_sub_iff_add_eq, ← add_div, div_eq_one_iff_eq hd]
    ring
  rw [h3] at h1 h2
  rw [Real.sqrt_div zero_le_one, Real.sqrt_one] at h2
  rw [sub_div, div_self (splitting_pos hT.le hA he).ne', h4]
  constructor <;> linarith

/-- For `T, eps, eps' > 0`, the ratio of splittings tends to `eps / eps'` as the polar coupling
tends to zero from above. -/
theorem ratio_tendsto_weak_coupling {T eps eps' : ℝ} (hT : 0 < T)
    (he : 0 < eps) (he' : 0 < eps') :
    Tendsto (fun A => splitting T A eps' / splitting T A eps) (𝓝[>] 0)
      (𝓝 (eps / eps')) := by
  have hs : 0 < Real.sqrt T := Real.sqrt_pos.mpr hT
  have hc : ContinuousAt (fun A => eps / eps' *
      ((loFreq T A eps + Real.sqrt T) / (loFreq T A eps' + Real.sqrt T))) 0 := by
    simp only [loFreq]
    refine continuousAt_const.mul (ContinuousAt.div ?_ ?_ ?_)
    · exact Continuous.continuousAt (by fun_prop)
    · exact Continuous.continuousAt (by fun_prop)
    · exact (add_pos_of_nonneg_of_pos (Real.sqrt_nonneg _) hs).ne'
  have h0 : eps / eps' *
      ((loFreq T 0 eps + Real.sqrt T) / (loFreq T 0 eps' + Real.sqrt T)) = eps / eps' := by
    simp only [loFreq, zero_div, add_zero]
    rw [div_self (add_pos hs hs).ne', mul_one]
  have ht := hc.tendsto
  simp only [h0] at ht
  refine (ht.mono_left nhdsWithin_le_nhds).congr' ?_
  filter_upwards [self_mem_nhdsWithin] with A hA
  exact (splitting_ratio hT hA he he').symm

/-- For `A, eps, eps' > 0`, the ratio of splittings tends to `√(eps / eps')` as the squared
transverse frequency tends to zero from above. -/
theorem ratio_tendsto_soft_mode {A eps eps' : ℝ} (hA : 0 < A)
    (he : 0 < eps) (he' : 0 < eps') :
    Tendsto (fun T => splitting T A eps' / splitting T A eps) (𝓝[>] 0)
      (𝓝 (Real.sqrt (eps / eps'))) := by
  have hc : ∀ e : ℝ, ContinuousAt (fun T => splitting T A e) 0 := by
    intro e
    simp only [splitting, loFreq]
    exact Continuous.continuousAt (by fun_prop)
  have h0 : splitting 0 A eps' / splitting 0 A eps = Real.sqrt (eps / eps') := by
    simp only [splitting, loFreq, zero_add, Real.sqrt_zero, sub_zero]
    rw [← Real.sqrt_div (div_pos hA he').le]
    congr 1
    field_simp
  rw [← h0]
  exact ((hc eps').tendsto.div (hc eps).tendsto
    (splitting_pos le_rfl hA he).ne').mono_left nhdsWithin_le_nhds

end

end LOTOSplitting
```

```lean
#print axioms LOTOSplitting.splitting_ratio_bounds
-- 'LOTOSplitting.splitting_ratio_bounds' depends on axioms: [propext, Classical.choice, Quot.sound]
#print axioms LOTOSplitting.relative_error_bounds
-- 'LOTOSplitting.relative_error_bounds' depends on axioms: [propext, Classical.choice, Quot.sound]
#print axioms LOTOSplitting.ratio_tendsto_weak_coupling
-- 'LOTOSplitting.ratio_tendsto_weak_coupling' depends on axioms: [propext, Classical.choice, Quot.sound]
#print axioms LOTOSplitting.ratio_tendsto_soft_mode
-- 'LOTOSplitting.ratio_tendsto_soft_mode' depends on axioms: [propext, Classical.choice, Quot.sound]
```

## Scope of the theorems and their proofs

All quantities are real numbers; `loFreq` is L and `splitting` is d. `longitudinal_mode_iff` derives the LO formula from Newton's equation and the condition of zero displacement field, eliminating E with `linear_combination`. The restoring force −MTu, the charge Z and the scalar eps are inputs: they stand for the crystal's response and are not computed from electrons.

`splitting_mul_sum` is the difference of squares, `splitting_pos` makes the denominator positive, and `splitting_ratio` is the factorised ratio. `splitting_ratio_bounds` proves both inequalities, obtaining rL < L' by comparing squares (`lt_of_pow_lt_pow_left₀`). `relative_error_bounds` substitutes eps' = (1+δ)eps.

In `ratio_tendsto_weak_coupling` both splittings vanish at A = 0, so the proof takes the limit of the factorised form. `ratio_tendsto_soft_mode` divides two limits directly.

The condition T > 0 can't be weakened to T ≥ 0: with T = 0, A = 4, eps = 1 and eps' = 4 the ratio is 1/2 = √(1/4), and the strict upper bound fails.

The model has one mode and a scalar dielectric constant, without anisotropy or mode mixing. A change of functional usually shifts T and Z as well, and the bounds then don't apply to the total change.
